# Time-reversal symmetry, with exchange of the bands, for energies ±Q and a real constant coupling

The model has two bands with energies Q and −Q at momentum Q, coupled by a real constant g, so that its Hamiltonian H(Q) is the 2×2 matrix with rows (Q, g) and (g, −Q). `twoBand_timeReversal` states that this model is time-reversal symmetric, with the matrix P that swaps the two bands as unitary part: P is unitary, H(Q) is Hermitian for every real Q, and H(−Q) = P H(Q)* P†, where the star is complex conjugation of the entries. The attempt uses `timeReversal_of_perm`, which leaves only the Hermiticity and the relation between −Q and Q to be shown. It checks both entry by entry with `simp`, after writing P as an explicit matrix for the second.

Lean 4 with Mathlib refuses this proof:

```lean
import Mathlib

open Matrix Filter Topology Polynomial

namespace TwoBandTimeReversal

variable {n : Type*} [Fintype n] [DecidableEq n]

/-- The Hamiltonians `H Q` are Hermitian, and time reversal, with unitary part `U`,
relates momentum `-Q` to the complex conjugate Hamiltonian at `Q`. -/
structure TimeReversal (U : Matrix n n ℂ) (H : ℝ → Matrix n n ℂ) : Prop where
  unitary : U ∈ Matrix.unitaryGroup n ℂ
  hermitian : ∀ Q, (H Q).IsHermitian
  reversal : ∀ Q, H (-Q) = U * (H Q).map (starRingEnd ℂ) * Uᴴ

/-- Two bands with energies `Q` and `-Q`, coupled by a real constant `g`. -/
def twoBand (g Q : ℝ) : Matrix (Fin 2) (Fin 2) ℂ :=
  !![(Q : ℂ), (g : ℂ); (g : ℂ), -(Q : ℂ)]

/-- Hermitian matrices with `H (-Q) = P conj(H Q) Pᵀ` for a permutation matrix `P` are
time-reversal symmetric with unitary part `P`. -/
theorem timeReversal_of_perm (σ : Equiv.Perm n) {H : ℝ → Matrix n n ℂ}
    (hH : ∀ Q, (H Q).IsHermitian)
    (hP : ∀ Q, H (-Q) = σ.permMatrix ℂ * (H Q).map (starRingEnd ℂ) * (σ.permMatrix ℂ)ᵀ) :
    TimeReversal (σ.permMatrix ℂ) H := by
  have hct : (σ.permMatrix ℂ)ᴴ = (σ.permMatrix ℂ)ᵀ := by
    rw [Matrix.conjTranspose_permMatrix, Matrix.transpose_permMatrix]
  refine ⟨?_, hH, fun Q => by rw [hct]; exact hP Q⟩
  rw [Matrix.mem_unitaryGroup_iff, Matrix.star_eq_conjTranspose,
    Matrix.conjTranspose_permMatrix, ← Matrix.permMatrix_mul, inv_mul_cancel,
    Matrix.permMatrix_one]

/-- The two-band model is time-reversal symmetric, with the swap of the two bands as
unitary part. -/
theorem twoBand_timeReversal (g : ℝ) :
    TimeReversal ((Equiv.swap (0 : Fin 2) 1).permMatrix ℂ) (twoBand g) := by
  have hsw : (Equiv.swap (0 : Fin 2) 1).permMatrix ℂ = !![0, 1; 1, 0] := by
    ext i j
    fin_cases i <;> fin_cases j <;>
      simp [Equiv.Perm.permMatrix, PEquiv.toMatrix_apply, Equiv.toPEquiv_apply]
  refine timeReversal_of_perm _ (fun Q => ?_) (fun Q => ?_)
  · ext i j
    fin_cases i <;> fin_cases j <;> simp [twoBand, Matrix.conjTranspose_apply]
  · rw [hsw]
    ext i j
    fin_cases i <;> fin_cases j <;>
      simp [twoBand, Matrix.mul_apply, Fin.sum_univ_two]

end TwoBandTimeReversal
```

The compiler's answer:

```
Main.lean:44:2: error: unsolved goals
case refine_2.«0».«0»
g : ℝ
hsw : Equiv.Perm.permMatrix ℂ (Equiv.swap 0 1) = !![0, 1; 1, 0]
Q : ℝ
⊢ -↑Q = (![0, 1] ᵥ* !![↑Q, ↑g; ↑g, -↑Q].map ⇑(starRingEnd ℂ)) 1

case refine_2.«0».«1»
g : ℝ
hsw : Equiv.Perm.permMatrix ℂ (Equiv.swap 0 1) = !![0, 1; 1, 0]
Q : ℝ
⊢ ↑g = (![0, 1] ᵥ* !![↑Q, ↑g; ↑g, -↑Q].map ⇑(starRingEnd ℂ)) 0

case refine_2.«1».«0»
g : ℝ
hsw : Equiv.Perm.permMatrix ℂ (Equiv.swap 0 1) = !![0, 1; 1, 0]
Q : ℝ
⊢ ↑g = (![1, 0] ᵥ* !![↑Q, ↑g; ↑g, -↑Q].map ⇑(starRingEnd ℂ)) 1

case refine_2.«1».«1»
g : ℝ
hsw : Equiv.Perm.permMatrix ℂ (Equiv.swap 0 1) = !![0, 1; 1, 0]
Q : ℝ
⊢ ↑Q = (![1, 0] ᵥ* !![↑Q, ↑g; ↑g, -↑Q].map ⇑(starRingEnd ℂ)) 0
```

What went wrong. The error is in the check of H(−Q) = P H(Q)* Pᵀ, where `simp` leaves all four entries unproved. The four remaining equations are true, but `simp` can't finish them. It has turned the product of P with the conjugated Hamiltonian into a row of P times a matrix, written `ᵥ*`, and that matrix is still `!![↑Q, ↑g; ↑g, -↑Q].map ⇑(starRingEnd ℂ)`. The rules by which `simp` works out such a product need a matrix given by its rows, and here the `.map` stands in front of the rows. The conjugation is never applied to single entries, where it would disappear because they are real.

The repair first proves `hreal`, that conjugation leaves `twoBand g Q` unchanged. There `simp` meets single entries of the mapped matrix and can simplify them. Rewriting with `hreal` then removes the `.map` before the product is computed, so that `simp` has an explicit matrix to multiply. The final `simp` call is the same as before, and putting it on one line is mere tidying, as is the added comment.

After these edits no error is left:

```diff
@@ -42,8 +42,11 @@
   · ext i j
     fin_cases i <;> fin_cases j <;> simp [twoBand, Matrix.conjTranspose_apply]
-  · rw [hsw]
+  · -- the matrix is real
+    have hreal : (twoBand g Q).map (starRingEnd ℂ) = twoBand g Q := by
+      ext i j
+      fin_cases i <;> fin_cases j <;> simp [twoBand]
+    rw [hsw, hreal]
     ext i j
-    fin_cases i <;> fin_cases j <;>
-      simp [twoBand, Matrix.mul_apply, Fin.sum_univ_two]
+    fin_cases i <;> fin_cases j <;> simp [twoBand, Matrix.mul_apply, Fin.sum_univ_two]
 
 end TwoBandTimeReversal
```
